# Spin-orbit levels of a traceless coupling matrix hold states in the ratio l+1 to l

When an electron is removed from a closed core shell with orbital quantum number l ≥ 1, spin-orbit coupling splits the line in two. If every one-electron state of the shell contributes equally to the spectrum, the intensities stand in the ratio of the numbers of states in the two levels. These numbers can be found without diagonalising the coupling: two algebraic facts about its matrix are enough.

Let X be a complex N×N matrix standing for L·S, with ħ = 1 and the coupling constant left out. The two facts are

tr X = 0

(X − l/2)(X + (l+1)/2) = 0

The quadratic equation says that X takes no values other than l/2 and −(l+1)/2, which belong to total angular momentum j = l + 1/2 and j = l − 1/2. Both facts are assumptions at first, and are later derived from the angular momentum algebra. X need not be Hermitian.

In the code the finite type `n` labels the N basis states, so N is `Fintype.card n`, and `m` labels orbital states without spin.

```lean
import Mathlib

open Complex (I)

namespace SpinOrbitBranching

noncomputable section

variable {n m : Type*} [Fintype n] [DecidableEq n] [Fintype m] [DecidableEq m]
```

## Two projectors linear in X

A linear function of X that equals 1 at X = l/2 and 0 at X = −(l+1)/2 selects the upper level:

P = (2X + l + 1)/(2l + 1)

The number l + 1 in this formula multiplies the identity matrix, which the code writes out.

```lean
/-- The operator `P = (2X + l + 1) / (2l + 1)` built from a spin-orbit matrix `X`. -/
def upper (l : ℕ) (X : Matrix n n ℂ) : Matrix n n ℂ :=
  (2 * (l : ℂ) + 1)⁻¹ • ((2 : ℂ) • X + ((l : ℂ) + 1) • (1 : Matrix n n ℂ))
```

The function with the two values exchanged selects the lower level:

Q = (l − 2X)/(2l + 1)

"Upper" and "lower" refer to the value of L·S. They give the order in energy when the coupling constant is positive.

```lean
/-- The operator `Q = (l - 2X) / (2l + 1)` built from a spin-orbit matrix `X`. -/
def lower (l : ℕ) (X : Matrix n n ℂ) : Matrix n n ℂ :=
  (2 * (l : ℂ) + 1)⁻¹ • ((l : ℂ) • (1 : Matrix n n ℂ) - (2 : ℂ) • X)
```

## Orbital angular momentum and its coupling to a spin

The matrices Lx, Ly, Lz describe an orbital angular momentum l when

[Lx, Ly] = i Lz, [Ly, Lz] = i Lx, [Lz, Lx] = i Ly

Lx² + Ly² + Lz² = l(l+1)

`IsOrbital` records these four equations. It does not fix the dimension, so several copies of the same shell are allowed.

```lean
/-- Matrices `Lx, Ly, Lz` form an orbital angular momentum of quantum number `l`:
they obey the commutation relations (with `ħ = 1`) and `L² = l(l+1)`. -/
structure IsOrbital (l : ℕ) (Lx Ly Lz : Matrix m m ℂ) : Prop where
  xy : Lx * Ly - Ly * Lx = I • Lz
  yz : Ly * Lz - Lz * Ly = I • Lx
  zx : Lz * Lx - Lx * Lz = I • Ly
  casimir : Lx * Lx + Ly * Ly + Lz * Lz = ((l : ℂ) * ((l : ℂ) + 1)) • (1 : Matrix m m ℂ)
```

For a spin one half, S = σ/2 with the Pauli matrices σ. Ordering the basis as spin up, then spin down, gives

L·S = ½ [[Lz, Lx − iLy], [Lx + iLy, −Lz]]

The index type `m ⊕ m` is this doubled basis.

```lean
/-- The operator `L · S` for a spin one half, written in blocks of spin up and spin down. -/
def spinOrbit (Lx Ly Lz : Matrix m m ℂ) : Matrix (m ⊕ m) (m ⊕ m) ℂ :=
  (1 / 2 : ℂ) • Matrix.fromBlocks Lz (Lx - I • Ly) (Lx + I • Ly) (-Lz)
```

## P and Q separate the two levels

Both projectors contain a division by 2l + 1, which is at least 1 for natural l and therefore nonzero as a complex number.

```lean
lemma two_l_add_one_ne (l : ℕ) : 2 * (l : ℂ) + 1 ≠ 0 := by
  exact_mod_cast (by omega : 2 * l + 1 ≠ 0)
```

Expanding the quadratic equation gives

X² = l(l+1)/4 − X/2

Every polynomial in X now reduces to a linear one. For the square of the numerator of P,

(2X + l + 1)² = 4X² + 4(l+1)X + (l+1)²

= l(l+1) − 2X + 4(l+1)X + (l+1)²

= (2l+1)(2X + l + 1)

Dividing by (2l+1)² gives P² = P. Adding the definitions gives P + Q = 1. The same substitution yields

X(2X + l + 1) = lX + l(l+1)/2 = (l/2)(2X + l + 1)

X(l − 2X) = (l+1)X − l(l+1)/2 = −((l+1)/2)(l − 2X)

and hence XP = (l/2)P and XQ = −((l+1)/2)Q. Conversely, a vector v with Xv = (l/2)v satisfies Pv = v by the definition of P, so the range of P is exactly the level X = l/2. The same reasoning applies to Q.

The theorem `level_projectors` states the four matrix identities and does not need the trace condition. In its proof `sq` is the solved quadratic equation, and `module` compares the coefficients of X and of the identity.

```lean
/-- If `X` obeys the spin-orbit quadratic equation, then `P` is idempotent, `P` and `Q` add up to
the identity, and `X` takes the value `l/2` on the range of `P` and `-(l+1)/2` on the range of `Q`.
-/
theorem level_projectors (l : ℕ) (X : Matrix n n ℂ)
    (h : (X - ((l : ℂ) / 2) • (1 : Matrix n n ℂ)) *
      (X + (((l : ℂ) + 1) / 2) • (1 : Matrix n n ℂ)) = 0) :
    IsIdempotentElem (upper l X) ∧ upper l X + lower l X = 1 ∧
      X * upper l X = ((l : ℂ) / 2) • upper l X ∧
      X * lower l X = (-((l : ℂ) + 1) / 2) • lower l X := by
  have hc := two_l_add_one_ne l
  -- the quadratic equation, solved for the square of `X`
  have sq : X * X = ((l : ℂ) * ((l : ℂ) + 1) / 4) • (1 : Matrix n n ℂ) - (1 / 2 : ℂ) • X := by
    simp only [sub_mul, mul_add, smul_mul_assoc, mul_smul_comm, one_mul, mul_one] at h
    linear_combination (norm := module) h
  refine ⟨?_, ?_, ?_, ?_⟩
  · have key : ((2 : ℂ) • X + ((l : ℂ) + 1) • (1 : Matrix n n ℂ)) *
        ((2 : ℂ) • X + ((l : ℂ) + 1) • (1 : Matrix n n ℂ)) =
        (2 * (l : ℂ) + 1) • ((2 : ℂ) • X + ((l : ℂ) + 1) • (1 : Matrix n n ℂ)) := by
      simp only [add_mul, mul_add, smul_mul_assoc, mul_smul_comm, one_mul, mul_one, sq]
      module
    unfold IsIdempotentElem upper
    rw [smul_mul_smul_comm, key, smul_smul, mul_assoc, inv_mul_cancel₀ hc, mul_one]
  · have key : ((2 : ℂ) • X + ((l : ℂ) + 1) • (1 : Matrix n n ℂ)) +
        ((l : ℂ) • (1 : Matrix n n ℂ) - (2 : ℂ) • X) =
        (2 * (l : ℂ) + 1) • (1 : Matrix n n ℂ) := by module
    unfold upper lower
    rw [← smul_add, key, smul_smul, inv_mul_cancel₀ hc, one_smul]
  · simp only [upper, mul_add, mul_smul_comm, mul_one, sq]
    module
  · simp only [lower, mul_sub, mul_smul_comm, mul_one, sq]
    module
```

## The trace of a projector counts states

If P² = P, every vector splits as v = Pv + (v − Pv), with the first part in the range of P and the second in its kernel. In a basis adapted to this splitting, P is diagonal, with a 1 for each basis vector of the range and a 0 for each basis vector of the kernel. Therefore

rank P = tr P

The proof shows that P acts as the identity on its own range (`hproj`), identifies the trace of the linear map with that of the matrix (`ht`), and applies Mathlib's trace formula for projections.

```lean
/-- The rank of an idempotent matrix equals its trace. -/
theorem rank_eq_trace {P : Matrix n n ℂ} (hP : IsIdempotentElem P) :
    (P.rank : ℂ) = P.trace := by
  have hproj : LinearMap.IsProj (LinearMap.range P.mulVecLin) P.mulVecLin := by
    refine ⟨fun x => ⟨x, rfl⟩, ?_⟩
    rintro _ ⟨x, rfl⟩
    simp only [Matrix.mulVecLin_apply, Matrix.mulVec_mulVec]
    rw [hP.eq]
  have ht : LinearMap.trace ℂ (n → ℂ) P.mulVecLin = P.trace := by
    rw [← Matrix.toLin'_apply', LinearMap.trace_eq_matrix_trace ℂ (Pi.basisFun ℂ n),
      LinearMap.toMatrix_eq_toMatrix', LinearMap.toMatrix'_toLin']
  rw [← ht, hproj.trace]
  rfl
```

## The branching ratio

Since tr X = 0 and tr 1 = N,

tr P = (2·0 + (l+1)N)/(2l+1) = N(l+1)/(2l+1)

tr Q = (lN − 2·0)/(2l+1) = Nl/(2l+1)

Q = 1 − P is idempotent too, because (1 − P)² = 1 − 2P + P² = 1 − P. Replacing traces by ranks and clearing the denominator gives

(2l+1) rank P = (l+1)N

(2l+1) rank Q = lN

For N > 0 the two levels hold states in the ratio l+1 to l. For l = 0 the second level is empty.

A 3×3 example with l = 1 shows the numbers. Take X = diag(1/2, 1/2, −1), which is traceless and satisfies the quadratic equation. Then P = (2X + 2)/3 = diag(1, 1, 0) and Q = (1 − 2X)/3 = diag(0, 0, 1). The ranks are 2 and 1, and the trace formula gives 3·2/3 = 2. This matrix only illustrates the algebra: the full L·S of a p shell with spin is 6×6, with ranks 4 and 2.

`branching_ratio` states the idempotence and trace of P together with the two rank equations. The rank equations are between natural numbers. The proof obtains them over the complex numbers as `rP` and `rQ`, and `exact_mod_cast` carries them back.

```lean
/-- For a traceless `X` obeying the spin-orbit quadratic equation, `P` is idempotent with trace
`N(l+1)/(2l+1)`, and the ranks of `P` and `Q` are the fractions `(l+1)/(2l+1)` and `l/(2l+1)` of the
dimension `N`. -/
theorem branching_ratio (l : ℕ) (X : Matrix n n ℂ) (htr : X.trace = 0)
    (h : (X - ((l : ℂ) / 2) • (1 : Matrix n n ℂ)) *
      (X + (((l : ℂ) + 1) / 2) • (1 : Matrix n n ℂ)) = 0) :
    IsIdempotentElem (upper l X) ∧
      (upper l X).trace = (Fintype.card n : ℂ) * ((l : ℂ) + 1) / (2 * (l : ℂ) + 1) ∧
      (2 * l + 1) * (upper l X).rank = (l + 1) * Fintype.card n ∧
      (2 * l + 1) * (lower l X).rank = l * Fintype.card n := by
  have hc := two_l_add_one_ne l
  obtain ⟨hP, hsum, -, -⟩ := level_projectors l X h
  have hQ : IsIdempotentElem (lower l X) := by
    rw [eq_sub_of_add_eq' hsum]
    exact hP.one_sub
  have tP : (upper l X).trace =
      (Fintype.card n : ℂ) * ((l : ℂ) + 1) / (2 * (l : ℂ) + 1) := by
    simp only [upper, Matrix.trace_smul, Matrix.trace_add, htr, Matrix.trace_one, smul_eq_mul]
    ring
  have tQ : (lower l X).trace = (Fintype.card n : ℂ) * (l : ℂ) / (2 * (l : ℂ) + 1) := by
    simp only [lower, Matrix.trace_smul, Matrix.trace_sub, htr, Matrix.trace_one, smul_eq_mul]
    ring
  -- the traces count states
  have rP : (2 * (l : ℂ) + 1) * ((upper l X).rank : ℂ) =
      ((l : ℂ) + 1) * (Fintype.card n : ℂ) := by
    rw [rank_eq_trace hP, tP, mul_div_cancel₀ _ hc, mul_comm]
  have rQ : (2 * (l : ℂ) + 1) * ((lower l X).rank : ℂ) = (l : ℂ) * (Fintype.card n : ℂ) := by
    rw [rank_eq_trace hQ, tQ, mul_div_cancel₀ _ hc, mul_comm]
  exact ⟨hP, tP, by exact_mod_cast rP, by exact_mod_cast rQ⟩
```

The two counts also restrict the dimension. Subtracting them gives

N = (2l+1)(rank P − rank Q)

so 2l + 1 divides N. The proof avoids subtraction of natural numbers: 2l + 1 divides both lN and lN + N, hence also N.

```lean
/-- A traceless solution of the spin-orbit quadratic equation exists only in dimensions
divisible by `2l + 1`. -/
theorem dimension_divisible (l : ℕ) (X : Matrix n n ℂ) (htr : X.trace = 0)
    (h : (X - ((l : ℂ) / 2) • (1 : Matrix n n ℂ)) *
      (X + (((l : ℂ) + 1) / 2) • (1 : Matrix n n ℂ)) = 0) :
    2 * l + 1 ∣ Fintype.card n := by
  obtain ⟨-, -, hP, hQ⟩ := branching_ratio l X htr h
  have h1 : 2 * l + 1 ∣ l * Fintype.card n := ⟨_, hQ.symm⟩
  have h2 : 2 * l + 1 ∣ l * Fintype.card n + Fintype.card n := ⟨_, by rw [hP]; ring⟩
  exact (Nat.dvd_add_right h1).1 h2
```

## Both assumptions follow from the angular momentum algebra

The trace of L·S is ½(tr Lz − tr Lz) = 0. For the quadratic equation, put B = L·σ = 2 L·S and square it block by block. The diagonal blocks of B² are

Lz² + (Lx − iLy)(Lx + iLy) = L² + i[Lx, Ly] = L² − Lz

(Lx + iLy)(Lx − iLy) + Lz² = L² − i[Lx, Ly] = L² + Lz

and the off-diagonal blocks are

Lz(Lx − iLy) − (Lx − iLy)Lz = [Lz, Lx] + i[Ly, Lz] = −(Lx − iLy)

(Lx + iLy)Lz − Lz(Lx + iLy) = −[Lz, Lx] + i[Ly, Lz] = −(Lx + iLy)

Adding B cancels everything except L² on the diagonal:

B² + B = l(l+1)

With X = B/2 this reads X² + X/2 = l(l+1)/4, which is the quadratic equation in expanded form.

In the proof, `key` is the passage from B to B/2. The facts `hxy` and `hyz` are commutators multiplied by i, and the last four lines check the blocks in the order upper left, upper right, lower left, lower right.

```lean
/-- For an orbital angular momentum `l` and a spin one half, `L · S` is traceless and obeys
the spin-orbit quadratic equation. -/
theorem spinOrbit_quadratic {l : ℕ} {Lx Ly Lz : Matrix m m ℂ} (h : IsOrbital l Lx Ly Lz) :
    (spinOrbit Lx Ly Lz).trace = 0 ∧
      (spinOrbit Lx Ly Lz - ((l : ℂ) / 2) • (1 : Matrix (m ⊕ m) (m ⊕ m) ℂ)) *
        (spinOrbit Lx Ly Lz + (((l : ℂ) + 1) / 2) • (1 : Matrix (m ⊕ m) (m ⊕ m) ℂ)) = 0 := by
  refine ⟨?_, ?_⟩
  · rw [spinOrbit, Matrix.trace_smul]
    simp [Matrix.trace, Fintype.sum_sum_type]
  have key : ∀ B : Matrix (m ⊕ m) (m ⊕ m) ℂ,
      B * B + B = ((l : ℂ) * ((l : ℂ) + 1)) • (1 : Matrix (m ⊕ m) (m ⊕ m) ℂ) →
      ((1 / 2 : ℂ) • B - ((l : ℂ) / 2) • (1 : Matrix (m ⊕ m) (m ⊕ m) ℂ)) *
        ((1 / 2 : ℂ) • B + (((l : ℂ) + 1) / 2) • (1 : Matrix (m ⊕ m) (m ⊕ m) ℂ)) = 0 := by
    intro B hB
    simp only [sub_mul, mul_add, smul_mul_assoc, mul_smul_comm, one_mul, mul_one]
    linear_combination (norm := module) (1 / 4 : ℂ) • hB
  apply key
  have hxy : I • (Lx * Ly) - I • (Ly * Lx) = -Lz := by
    rw [← smul_sub, h.xy, smul_smul, Complex.I_mul_I, neg_one_smul]
  have hyz : I • (Ly * Lz) - I • (Lz * Ly) = -Lx := by
    rw [← smul_sub, h.yz, smul_smul, Complex.I_mul_I, neg_one_smul]
  have hI : (I * I) • (Ly * Ly) = -(Ly * Ly) := by
    rw [Complex.I_mul_I, neg_one_smul]
  -- compare the four spin blocks of `(L · σ)² + L · σ = L²`
  rw [Matrix.fromBlocks_multiply, Matrix.fromBlocks_add, ← Matrix.fromBlocks_one,
    Matrix.fromBlocks_smul, Matrix.fromBlocks_inj]
  refine ⟨?_, ?_, ?_, ?_⟩ <;>
    simp only [sub_mul, add_mul, mul_sub, mul_add, mul_neg, neg_mul, smul_mul_assoc,
      mul_smul_comm]
  · linear_combination (norm := module) h.casimir + hxy - hI
  · linear_combination (norm := module) h.zx + hyz
  · linear_combination (norm := module) hyz - h.zx
  · linear_combination (norm := module) h.casimir - hxy - hI
```

## One shell holds 2l+2 and 2l states

A single shell has 2l + 1 orbitals, so N = 2(2l+1) with spin. The rank equations become

rank P = 2(l+1) = 2l + 2

rank Q = 2l

These are the multiplicities 2j + 1 for j = l + 1/2 and j = l − 1/2. The hypothesis `hm` supplies the number of orbitals, and the proof cancels the common factor 2l + 1.

For p, d and f shells the ratios are 2:1, 3:2 and 4:3. They are reference values for core-level spectra in a one-electron picture where each state contributes equally; unequal transition strengths and interactions between electrons can change the intensities.

```lean
/-- In a single shell of `2l + 1` orbitals with spin one half, the level `L · S = l/2` has
`2l + 2` states and the level `L · S = -(l+1)/2` has `2l` states. -/
theorem shell_degeneracies {l : ℕ} {Lx Ly Lz : Matrix m m ℂ} (h : IsOrbital l Lx Ly Lz)
    (hm : Fintype.card m = 2 * l + 1) :
    (upper l (spinOrbit Lx Ly Lz)).rank = 2 * l + 2 ∧
      (lower l (spinOrbit Lx Ly Lz)).rank = 2 * l := by
  obtain ⟨htr, hq⟩ := spinOrbit_quadratic h
  obtain ⟨-, -, hP, hQ⟩ := branching_ratio l _ htr hq
  rw [Fintype.card_sum, hm] at hP hQ
  have hpos : 0 < 2 * l + 1 := by omega
  exact ⟨Nat.eq_of_mul_eq_mul_left hpos (by rw [hP]; ring),
    Nat.eq_of_mul_eq_mul_left hpos (by rw [hQ]; ring)⟩
```

## The p shell in Cartesian form

For l = 1 the algebra is realised by the 3×3 matrices

(Lₖ)ᵣₛ = −i εₖᵣₛ

in the basis px, py, pz, where ε is the antisymmetric symbol with ε₁₂₃ = 1. Multiplying them out confirms the commutators, and the sum of squares is 2 = 1·(1+1) times the identity. The code compares all nine entries of each equation. With spin the p shell has six states, four at L·S = 1/2 and two at L·S = −1.

```lean
/-- The Cartesian matrices of a p shell form an orbital angular momentum with `l = 1`. -/
theorem isOrbital_witness :
    IsOrbital 1 (!![0, 0, 0; 0, 0, -I; 0, I, 0] : Matrix (Fin 3) (Fin 3) ℂ)
      !![0, 0, I; 0, 0, 0; -I, 0, 0] !![0, -I, 0; I, 0, 0; 0, 0, 0] := by
  constructor <;> ext i j <;> fin_cases i <;> fin_cases j <;>
    simp

end

end SpinOrbitBranching
```

```lean
#print axioms SpinOrbitBranching.dimension_divisible
#print axioms SpinOrbitBranching.spinOrbit_quadratic
#print axioms SpinOrbitBranching.shell_degeneracies
```

```
'SpinOrbitBranching.dimension_divisible' depends on axioms: [propext, Classical.choice, Quot.sound]
'SpinOrbitBranching.spinOrbit_quadratic' depends on axioms: [propext, Classical.choice, Quot.sound]
'SpinOrbitBranching.shell_degeneracies' depends on axioms: [propext, Classical.choice, Quot.sound]
```

## Singlets and triplets by the same count

The scalar product X = S₁·S₂ of two spins one half is also traceless and has two values, 1/4 and −3/4:

(X − 1/4)(X + 3/4) = 0

The projector onto the first level is P = X + 3/4, with trace 3N/4. For N = 4 this gives three triplet states and one singlet. This count rests on the argument just given, since the Lean code treats only the spin-orbit case.
